# Newton steps on a quadratic energy survive an invertible linear change of coordinates; steepest-descent directions in general do not

Relax a molecular geometry by steepest descent, change the unit of one coordinate, and the optimiser may set off in a different direction. Take two coordinates in which the descent direction is $(1,1)$, and measure the second in a unit ten times as large. The energy changes ten times as fast per new unit, so the direction in the new numbers is $(1,10)$. Converted back to the old unit it is $(1,100)$. The molecule is the same, yet two such runs can take different paths.

For a quadratic energy, the harmonic model of a potential-energy surface, the Newton step is free of this dependence under every invertible linear change of coordinates. Anharmonic surfaces and nonlinear changes of coordinates, such as that from Cartesian to internal coordinates, lie beyond this model. For steepest descent only the direction is studied, not the step length or the rate of convergence.

## The energy and its two kinds of step

The coordinates are labelled by a finite set `n`, and a point or displacement is a real vector, in Lean a function `n → ℝ`.

```lean
import Mathlib

open Matrix

namespace CoordinateUnits

variable {n : Type*} [Fintype n]
```

Let $H$ be a real square matrix, the force constants, and $b$ a real vector, the force at the origin. The energy is
$$f(x)=\tfrac12\,x\cdot Hx-b\cdot x .$$
In the code `*ᵥ` applies a matrix to a vector and `⬝ᵥ` is the ordinary dot product.

```lean
/-- The quadratic energy `f(x) = x·Hx/2 - b·x`. -/
noncomputable def energy (H : Matrix n n ℝ) (b x : n → ℝ) : ℝ :=
  (x ⬝ᵥ (H *ᵥ x)) / 2 - b ⬝ᵥ x
```

Write $g(x)=Hx-b$. This is a definition by formula, with no derivative taken; part (a) justifies the name `gradient` for symmetric $H$.

```lean
/-- The vector `Hx - b`, which for symmetric `H` is the gradient of the energy at `x`. -/
def gradient (H : Matrix n n ℝ) (b x : n → ℝ) : n → ℝ :=
  H *ᵥ x - b
```

The steepest-descent direction is $d(x)=-g(x)$.

```lean
/-- The vector `-(Hx - b)`, which for symmetric `H` is minus the gradient of the energy at `x`, the
steepest-descent direction. -/
def steepestDescent (H : Matrix n n ℝ) (b x : n → ℝ) : n → ℝ :=
  -gradient H b x
```

For symmetric $H$, a Newton step of the energy at $x$ is a displacement $p$ with $Hp=-g(x)$; the definition keeps this equation for every $H$. Since this is an equation and not a formula with an inverse, a singular $H$ may allow no step or many.

```lean
/-- A displacement `p` is a Newton step at `x` if it solves the Newton equation `H p = -(Hx - b)`.
-/
def IsNewtonStep (H : Matrix n n ℝ) (b x p : n → ℝ) : Prop :=
  H *ᵥ p = -gradient H b x
```

New coordinates $y$ are introduced by $x=Sy$ with a real square matrix $S$. A displacement $q$ in $y$ is therefore the displacement $Sq$ in $x$.

## (a) The energy change under a displacement

**Task.** For symmetric $H$, show that
$$f(x+p)=f(x)+g(x)\cdot p+\tfrac12\,p\cdot Hp .$$

**Solution.** Expanding the products gives
$$f(x+p)=f(x)+\tfrac12\,(x\cdot Hp+p\cdot Hx)-b\cdot p+\tfrac12\,p\cdot Hp .$$
By symmetry $x\cdot Hp=p\cdot Hx$, so the bracket is $2\,(Hx)\cdot p$, and the terms linear in $p$ add up to $(Hx-b)\cdot p$. The linear term identifies $g(x)$ as the gradient, and the quadratic term identifies $H$ as the Hessian.

In the proof, `hs` is the equality of the cross terms, `simp only` expands the products and `ring` collects them.

```lean
/-- For symmetric `H` the energy change under a displacement `p` is exactly the gradient term
plus the curvature term `p·Hp/2`. -/
theorem energy_add {H : Matrix n n ℝ} (hH : H.IsSymm) (b x p : n → ℝ) :
    energy H b (x + p) = energy H b x + gradient H b x ⬝ᵥ p + (p ⬝ᵥ (H *ᵥ p)) / 2 := by
  -- symmetry makes the two cross terms equal
  have hs : p ⬝ᵥ (H *ᵥ x) = x ⬝ᵥ (H *ᵥ p) := by
    rw [Matrix.dotProduct_mulVec x, ← Matrix.mulVec_transpose, hH.eq, dotProduct_comm]
  simp only [energy, gradient, Matrix.mulVec_add, dotProduct_add, add_dotProduct,
    sub_dotProduct]
  rw [dotProduct_comm (H *ᵥ x) p, hs]
  ring
```

## (b) The energy in the new coordinates

**Task.** Show that
$$f(Sy)=\tfrac12\,y\cdot(S^{T}HS)\,y-(S^{T}b)\cdot y .$$

**Solution.** A matrix moves across a dot product as its transpose: $(Su)\cdot v=u\cdot(S^{T}v)$. With $u=y$ and $v=HSy$ this turns $(Sy)\cdot(HSy)$ into $y\cdot(S^{T}HSy)$. With $v=b$ it turns $b\cdot(Sy)$ into $(S^{T}b)\cdot y$.

The energy in $y$ thus has the same form, with $H'=S^{T}HS$ and $b'=S^{T}b$. Let $g'(y)=H'y-b'$ and $d'(y)=-g'(y)$. Lean gives these no new names: it puts `Sᵀ * H * S` and `Sᵀ *ᵥ b` into the earlier definitions. The rule for moving $S$ is `adj`.

```lean
/-- Written in the coordinates `y` with `x = Sy`, the energy has the same form, with matrix `SᵀHS`
and vector `Sᵀb`. -/
theorem energy_comp (H S : Matrix n n ℝ) (b y : n → ℝ) :
    energy H b (S *ᵥ y) = energy (Sᵀ * H * S) (Sᵀ *ᵥ b) y := by
  have adj : ∀ u v : n → ℝ, (S *ᵥ u) ⬝ᵥ v = u ⬝ᵥ (Sᵀ *ᵥ v) := by
    intro u v
    rw [Matrix.mulVec_transpose, dotProduct_comm, Matrix.dotProduct_mulVec, dotProduct_comm]
  unfold energy
  rw [adj y (H *ᵥ (S *ᵥ y)), dotProduct_comm b (S *ᵥ y), adj y b,
    dotProduct_comm (Sᵀ *ᵥ b) y]
  simp only [Matrix.mulVec_mulVec, Matrix.mul_assoc]
```

## (c) The gradient in the new coordinates

**Task.** Show that
$$g'(y)=S^{T}g(Sy).$$

**Solution.** Take out the common factor:
$$g'(y)=S^{T}HSy-S^{T}b=S^{T}(HSy-b).$$
This is the chain rule for a linear substitution. The Lean proof multiplies out the right-hand side and compares.

```lean
/-- For symmetric `H`, the gradient in the coordinates `y` is `Sᵀ` times the gradient in `x = Sy`.
-/
theorem gradient_comp (H S : Matrix n n ℝ) (b y : n → ℝ) :
    gradient (Sᵀ * H * S) (Sᵀ *ᵥ b) y = Sᵀ *ᵥ gradient H b (S *ᵥ y) := by
  simp only [gradient, Matrix.mulVec_sub, Matrix.mulVec_mulVec, Matrix.mul_assoc]
```

## (d) The descent direction carried back

**Task.** Show that
$$S\,d'(y)=SS^{T}\,d(Sy).$$

**Solution.** Apply $-S$ to both sides of (c). The factor $S^{T}$ comes from differentiating with respect to $y$, and the factor $S$ from converting the displacement back to $x$. In the opening example $S=\mathrm{diag}(1,10)$, so the product is $\mathrm{diag}(1,100)$.

The proof rewrites with `gradient_comp`, the theorem of part (c), and moves the minus sign through the matrices.

```lean
/-- For symmetric `H`, the steepest-descent direction computed in `y` and mapped back to `x = Sy` is
`SSᵀ` times the steepest-descent direction computed in `x`. -/
theorem steepestDescent_comp (H S : Matrix n n ℝ) (b y : n → ℝ) :
    S *ᵥ steepestDescent (Sᵀ * H * S) (Sᵀ *ᵥ b) y
      = (S * Sᵀ) *ᵥ steepestDescent H b (S *ᵥ y) := by
  simp only [steepestDescent, gradient_comp, Matrix.mulVec_neg, Matrix.mulVec_mulVec]
```

## (e) The Newton step carried back

**Task.** Let $H$ and $S$ be invertible. Show that
$$H'q=-g'(y)\quad\Longleftrightarrow\quad Sq=-H^{-1}g(Sy).$$

**Solution.** By (c) the left-hand equation reads
$$S^{T}H(Sq)=-S^{T}g(Sy).$$
Since $S^{T}$ is invertible it cancels, leaving $H(Sq)=-g(Sy)$. Multiplying by $H^{-1}$ gives the right-hand side, and both operations can be reversed.

At a given point $x=Sy$ the displacement $Sq$ is therefore the same for every invertible $S$. Invertibility is written `IsUnit H.det` and `IsUnit S.det`, meaning nonzero determinants. In the forward direction `h1` is the equation after $S^{T}$ has been cancelled; the converse inserts the formula for $Sq$ and uses $HH^{-1}=1$.

```lean
variable [DecidableEq n]

/-- For invertible `H` and `S`, a displacement `q` is a Newton step in the coordinates `y`
exactly when `Sq` is the Newton step `-H⁻¹(Hx - b)` at `x = Sy`. -/
theorem newtonStep_comp {H S : Matrix n n ℝ} (hH : IsUnit H.det) (hS : IsUnit S.det)
    (b y q : n → ℝ) :
    IsNewtonStep (Sᵀ * H * S) (Sᵀ *ᵥ b) y q
      ↔ S *ᵥ q = -(H⁻¹ *ᵥ gradient H b (S *ᵥ y)) := by
  have hT : IsUnit (Sᵀ).det := by rwa [Matrix.det_transpose]
  unfold IsNewtonStep
  rw [gradient_comp, ← Matrix.mulVec_neg, ← Matrix.mulVec_neg, ← Matrix.mulVec_mulVec,
    ← Matrix.mulVec_mulVec]
  constructor
  · intro h
    -- cancel the common factor `Sᵀ`, then solve with `H`
    have h1 : H *ᵥ (S *ᵥ q) = -gradient H b (S *ᵥ y) := by
      have h2 := congrArg (fun v => (Sᵀ)⁻¹ *ᵥ v) h

      rwa [Matrix.mulVec_mulVec _ (Sᵀ)⁻¹ Sᵀ, Matrix.mulVec_mulVec _ (Sᵀ)⁻¹ Sᵀ,
        Matrix.nonsing_inv_mul _ hT, Matrix.one_mulVec, Matrix.one_mulVec] at h2
    rw [← h1, Matrix.mulVec_mulVec _ H⁻¹ H, Matrix.nonsing_inv_mul _ hH, Matrix.one_mulVec]
  · intro h
    rw [h, Matrix.mulVec_mulVec _ H H⁻¹, Matrix.mul_nonsing_inv _ hH, Matrix.one_mulVec]
```

## (f) Where the Newton step lands

**Task.** Let $H$ be positive definite, $S$ invertible and $q$ a Newton step computed at $y$. Show that
$$f(S(y+q))<f(z)\quad\text{for every } z\neq S(y+q).$$

**Solution.** Put $x_*=S(y+q)$. By (e), $HSq=-g(Sy)$, hence
$$g(x_*)=HSy-b+HSq=g(Sy)-g(Sy)=0 .$$
Let $p=z-x_*$, which is nonzero. Then (a) gives
$$f(z)=f(x_*)+\tfrac12\,p\cdot Hp>f(x_*).$$

Positive definiteness says that every nonzero displacement from the stationary point costs energy. For the harmonic model of a free molecule about its equilibrium geometry, this requires overall translations and rotations to have been removed from the coordinates.

Lean's `H.PosDef` includes symmetry, which the proof extracts as `hsym` in order to use (a). The vanishing gradient is `h0`, the expansion about $x_*$ is `he`, and `linarith` draws the inequality.

```lean
/-- For positive definite `H` and invertible `S`, a Newton step computed in `y` leads to a point
whose energy is strictly below that of every other point. -/
theorem newtonStep_comp_minimises {H S : Matrix n n ℝ} (hH : H.PosDef) (hS : IsUnit S.det)
    {b y q z : n → ℝ} (hq : IsNewtonStep (Sᵀ * H * S) (Sᵀ *ᵥ b) y q)
    (hz : z ≠ S *ᵥ (y + q)) :
    energy H b (S *ᵥ (y + q)) < energy H b z := by
  have hdet : IsUnit H.det := hH.det_pos.ne'.isUnit
  have hsym : H.IsSymm := by
    have h := hH.isHermitian.eq
    rw [Matrix.conjTranspose_eq_transpose_of_trivial] at h
    exact h
  -- the gradient vanishes at the end point
  have h0 : gradient H b (S *ᵥ (y + q)) = 0 := by
    have h1 : H *ᵥ (S *ᵥ q) = -gradient H b (S *ᵥ y) := by
      rw [(newtonStep_comp hdet hS b y q).1 hq, Matrix.mulVec_neg,
        Matrix.mulVec_mulVec _ H H⁻¹, Matrix.mul_nonsing_inv _ hdet, Matrix.one_mulVec]
    unfold gradient at h1 ⊢
    rw [Matrix.mulVec_add, Matrix.mulVec_add, h1]
    abel
  have hp := hH.dotProduct_mulVec_pos (sub_ne_zero.2 hz)
  rw [star_trivial] at hp
  have he := energy_add hsym b (S *ᵥ (y + q)) (z - S *ᵥ (y + q))
  rw [add_sub_cancel, h0, zero_dotProduct] at he
  linarith
```

## (g) Matrices that keep every direction

**Task.** Suppose that for every vector $v$ there is a real number $c_v$ with $Mv=c_v v$. Show that, for a single real number $c$,
$$M=c\,\mathbf 1 .$$

**Solution.** Take for $v$ the unit vector $e_j$. Then $Me_j$, which is column $j$ of $M$, is a multiple of $e_j$, so $M_{ij}=0$ for $i\neq j$. Now take the vector whose entries are all 1, and call its factor $c$. Every row sum of $M$ equals $c$, and the sum of row $i$ is just $M_{ii}$. All diagonal entries are therefore $c$.

The first half is `off`. In the second half `h1` says that the row sum is $c$, and `h2` that it is the diagonal entry.

```lean
/-- A matrix that sends every vector to a multiple of itself is a multiple of the identity. -/
theorem scalar_of_preserves_directions {M : Matrix n n ℝ}
    (h : ∀ v : n → ℝ, ∃ c : ℝ, M *ᵥ v = c • v) : ∃ c : ℝ, M = c • (1 : Matrix n n ℝ) := by
  -- unit vectors show that `M` is diagonal
  have off : ∀ i j, i ≠ j → M i j = 0 := by
    intro i j hij
    obtain ⟨a, ha⟩ := h (Pi.single j 1)
    simpa [Matrix.mulVec_single_one, Pi.single_apply, hij] using congrFun ha i
  -- the all-ones vector shows that the diagonal is constant
  obtain ⟨c, hc⟩ := h (fun _ => 1)
  refine ⟨c, ?_⟩
  ext i j
  by_cases hij : i = j
  · have h1 : ∑ k, M i k = c := by
      simpa [Matrix.mulVec, dotProduct] using congrFun hc i
    have h2 : ∑ k, M i k = M i i :=
      Finset.sum_eq_single i (fun k _ hk => off i k hk.symm) (by simp)
    rw [← hij, Matrix.smul_apply, Matrix.one_apply_eq, smul_eq_mul, mul_one, ← h2, h1]
  · simp [off i j hij, hij]
```

## (h) When all descent directions survive

**Task.** Let $H$ and $S$ be invertible. Show that
$$\forall y\ \exists c_y:\ S\,d'(y)=c_y\,d(Sy)\quad\Longleftrightarrow\quad SS^{T}=c\,\mathbf 1\ \text{ for some } c>0 .$$

**Solution.** If $SS^{T}=c\,\mathbf 1$, then (d) gives the left-hand side with $c_y=c$.

For the converse, let $v$ be any vector and choose $y=S^{-1}H^{-1}(b-v)$. Then
$$d(Sy)=b-HSy=v,$$
so every vector is the descent direction at some point. By (d) and the assumption, $SS^{T}v$ is a multiple of $v$. Since $v$ was arbitrary, (g) gives $SS^{T}=c\,\mathbf 1$. If there is at least one coordinate $i$, then
$$c=\sum_k S_{ik}^2\ge 0,$$
and $c=0$ would make $(\det S)^2=0$, against the invertibility of $S$. With no coordinates at all, $c=1$ serves.

The factor $c_y$ may depend on the point, and its sign is not prescribed; a single positive constant comes out. The vector $b$ and the matrix $H$ are fixed, so the condition ranges over the points of one energy surface. At particular points the direction may survive for other $S$ too, namely when $d(Sy)$ happens to be an eigenvector of $SS^{T}$. With one coordinate the condition always holds.

The Lean theorem does not assume $H$ symmetric, but only then is $d$ the steepest-descent direction of $f$. In the proof `hall` says that $SS^{T}$ keeps every direction, `hy` checks the chosen point, and `hnn` and `hc0` give the sign of $c$.

```lean
/-- For symmetric invertible `H` and invertible `S`, steepest descent computed in `y` maps to a
multiple of steepest descent in `x = Sy` at every point if and only if `SSᵀ` is a positive
multiple of the identity. -/
theorem steepestDescent_comp_iff {H S : Matrix n n ℝ} (hH : IsUnit H.det)
    (hS : IsUnit S.det) (b : n → ℝ) :
    (∀ y, ∃ c : ℝ, S *ᵥ steepestDescent (Sᵀ * H * S) (Sᵀ *ᵥ b) y
        = c • steepestDescent H b (S *ᵥ y))
      ↔ ∃ c : ℝ, 0 < c ∧ S * Sᵀ = c • (1 : Matrix n n ℝ) := by
  constructor
  · intro h
    have solve : ∀ A : Matrix n n ℝ, IsUnit A.det → ∀ w, A *ᵥ (A⁻¹ *ᵥ w) = w := by
      intro A hA w
      rw [Matrix.mulVec_mulVec, Matrix.mul_nonsing_inv _ hA, Matrix.one_mulVec]
    -- every vector `v` is the descent direction at some point
    have hall : ∀ v : n → ℝ, ∃ c : ℝ, (S * Sᵀ) *ᵥ v = c • v := by
      intro v
      obtain ⟨c, hc⟩ := h (S⁻¹ *ᵥ (H⁻¹ *ᵥ (b - v)))
      have hy : steepestDescent H b (S *ᵥ (S⁻¹ *ᵥ (H⁻¹ *ᵥ (b - v)))) = v := by
        unfold steepestDescent gradient
        rw [solve S hS, solve H hH]
        abel
      rw [steepestDescent_comp, hy] at hc
      exact ⟨c, hc⟩
    obtain ⟨c, hc⟩ := scalar_of_preserves_directions hall
    rcases isEmpty_or_nonempty n with hn | hn
    · exact ⟨1, one_pos, by ext i; exact isEmptyElim i⟩
    · obtain ⟨i⟩ := id hn
      -- `c` is a sum of squares, and nonzero because `S` is invertible
      have hii : ∑ k, S i k * S i k = c := by
        simpa [Matrix.mul_apply] using congrFun (congrFun hc i) i
      have hnn : 0 ≤ c := by
        rw [← hii]
        exact Finset.sum_nonneg fun k _ => mul_self_nonneg _
      have hc0 : c ≠ 0 := by
        intro h0
        have hd := congrArg Matrix.det hc
        rw [h0] at hd
        simp [Matrix.det_mul] at hd
        exact hS.ne_zero hd
      exact ⟨c, lt_of_le_of_ne hnn hc0.symm, hc⟩
  · rintro ⟨c, _, hc⟩ y
    exact ⟨c, by rw [steepestDescent_comp, hc, Matrix.smul_mulVec, Matrix.one_mulVec]⟩
```

## (i) A separate unit for each coordinate

**Task.** Let $H$ be invertible and $x_i=s_i y_i$ with every $s_i\neq 0$, so that $S=\mathrm{diag}(s)$. Show that all descent directions are preserved up to a factor, in the sense of (h), if and only if
$$|s_i|=l\quad\text{for all } i,\ \text{with some } l>0 .$$

**Solution.** Here $SS^{T}$ is diagonal with entries $s_i^2$. By (h) the directions are preserved exactly when all $s_i^2$ equal some $c>0$. Given $c$, take $l=\sqrt c$; given $l$, take $c=l^2$.

Reversing the sign of an axis does no harm, but the factors 1 and 10 of the opening example violate the condition. The numbers $s_i$ convert one choice of units into another, so the criterion compares two choices and does not single out a correct one. This matters for bond lengths and angles, which have no common unit to begin with.

The proof first shows that `diagonal s` is invertible, because its determinant is a product of nonzero numbers. It then rewrites with (h) and reads off the diagonal entries.

```lean
/-- If each coordinate has its own nonzero unit, `x i = s i * y i`, and `H` is symmetric and
invertible, then all steepest-descent directions are preserved up to a factor if and only if
the units share one magnitude. -/
theorem steepestDescent_units_iff {H : Matrix n n ℝ} (hH : IsUnit H.det) (b : n → ℝ)
    {s : n → ℝ} (hs : ∀ i, s i ≠ 0) :
    (∀ y, ∃ c : ℝ, diagonal s *ᵥ
          steepestDescent ((diagonal s)ᵀ * H * diagonal s) ((diagonal s)ᵀ *ᵥ b) y
        = c • steepestDescent H b (diagonal s *ᵥ y))
      ↔ ∃ l : ℝ, 0 < l ∧ ∀ i, |s i| = l := by
  have hS : IsUnit (diagonal s).det := by
    rw [Matrix.det_diagonal]
    exact (Finset.prod_ne_zero_iff.2 fun i _ => hs i).isUnit
  rw [steepestDescent_comp_iff hH hS, Matrix.diagonal_transpose, Matrix.diagonal_mul_diagonal]
  constructor
  · rintro ⟨c, hc, h⟩
    refine ⟨Real.sqrt c, Real.sqrt_pos.2 hc, fun i => ?_⟩
    have hi : s i * s i = c := by simpa using congrFun (congrFun h i) i
    rw [← hi, Real.sqrt_mul_self_eq_abs]
  · rintro ⟨l, hl, h⟩
    refine ⟨l ^ 2, by positivity, ?_⟩
    ext i j
    by_cases hij : i = j
    · subst hij
      have hi : s i * s i = l ^ 2 := by rw [← h i, sq_abs, sq]
      simp [hi]
    · simp [hij]

end CoordinateUnits
```

```lean
#print axioms CoordinateUnits.energy_comp
-- 'CoordinateUnits.energy_comp' depends on axioms: [propext, Classical.choice, Quot.sound]
#print axioms CoordinateUnits.newtonStep_comp_minimises
-- 'CoordinateUnits.newtonStep_comp_minimises' depends on axioms: [propext, Classical.choice, Quot.sound]
#print axioms CoordinateUnits.steepestDescent_units_iff
-- 'CoordinateUnits.steepestDescent_units_iff' depends on axioms: [propext, Classical.choice, Quot.sound]
```
